# The lowest Heisenberg energy of finitely many spins 1/2 lies between 9C/4 and C/4, where C is the classical minimum for unit vectors

## How far below the classical energy can a frustrated cluster go?

I have a cluster of spins 1/2 with exchange couplings of both signs. Replacing the spins by classical vectors of length 1/2 and minimising gives an energy, but I don't know how far to trust it. For one antiferromagnetic bond with $J=1$ it gives $-1/4$, while the singlet has $-3/4$. Could a larger, badly frustrated cluster make that ratio as large as it likes?

## At most nine times as deep, for any real couplings

No. Let $C$ be the minimum of $E_{\rm cl}(m)=\sum_{i<j}J_{ij}\,m_i\cdot m_j$ over unit vectors $m_k$, and $E$ the lowest eigenvalue of $H=\sum_{i<j}J_{ij}\,\mathbf S_i\cdot\mathbf S_j$, with $\hbar=1$. Then
$$\tfrac94C\le E\le\tfrac14C .$$
Your estimate is $C/4$; vectors of length $3/2$ would give $9C/4$. For a finite cluster with isotropic exchange and no field, the global classical minimum therefore brackets the exact ground energy. A search that stops at a higher classical energy still gives an upper bound, since the trace argument below works for any configuration of unit vectors, but the lower bound is then no longer guaranteed. The factor nine is a limit, and nothing here shows that a cluster reaches it.

**Lower bound.** Let $P_n=(1+n\cdot\sigma)/2$ project on spin up along $n$, and let $e_d$ be the six directions $\pm x,\pm y,\pm z$. Since $\sum_d e_d=0$ and $\sum_d e_d^a e_d^b=2\delta_{ab}$,
$$1=\tfrac13\sum_d P_{e_d},\qquad S^a=\tfrac12\sum_d e_d^a P_{e_d}=\tfrac13\sum_d\tfrac32 e_d^a P_{e_d}.$$
Let $\omega$ choose one direction for each of the $N$ sites, and put $\Pi_\omega=\bigotimes_k P_{e_{\omega_k}}$. Multiplying out over the sites gives, for $i\ne j$,
$$1=3^{-N}\sum_\omega\Pi_\omega,\qquad S_i^aS_j^a=\tfrac94\,3^{-N}\sum_\omega e_{\omega_i}^a e_{\omega_j}^a\,\Pi_\omega .$$
Summing over $a$ and over bonds, then subtracting $9C/4$,
$$H-\tfrac94C=\tfrac94\,3^{-N}\sum_\omega\bigl(E_{\rm cl}(\omega)-C\bigr)\Pi_\omega .$$
Every weight is nonnegative because $C$ is the classical minimum, and every $\Pi_\omega$ is a projection. The right side is positive semidefinite, so $E\ge 9C/4$.

**Upper bound.** Take a classical minimiser $m$ and $\Pi_m=\bigotimes_k P_{m_k}$. From $\operatorname{tr}P_n=1$ and $\operatorname{tr}(P_nS^a)=n_a/2$ we get $\operatorname{tr}\Pi_m=1$ and $\operatorname{tr}(\Pi_mH)=C/4$. Since $H-E$ is positive semidefinite,
$$0\le\operatorname{tr}\bigl(\Pi_m(H-E)\Pi_m\bigr)=\tfrac14C-E .$$

**What is stated in Lean.** The final theorem, `classical_bounds_ground_energy`, holds for every `N` and every real `J`, of which only the entries with `i < j` enter; positive `J i j` is antiferromagnetic. Many-spin states are indexed by `Fin N → Fin 2`, and `spin i a` acts as a spin matrix on site `i` and as the identity elsewhere. `IsLeast (classicalEnergy J '' unitConfigs N) C` says that some configuration of unit vectors attains `C` and none goes lower. `energyLevels` collects the real numbers that have a nonzero eigenvector, and `E` is the least of them. Larger spins, anisotropic exchange, fields and infinite lattices lie beyond the statement.

```lean
import Mathlib

open Matrix
open scoped ComplexOrder

namespace HeisenbergClassicalBounds

noncomputable section

/-- The tensor product of one-site operators, as a matrix on the states of `N` spins 1/2. -/
def productOp {N : ℕ} (A : Fin N → Matrix (Fin 2) (Fin 2) ℂ) :
    Matrix (Fin N → Fin 2) (Fin N → Fin 2) ℂ :=
  Matrix.of fun s t => ∏ k, A k (s k) (t k)

/-- The three spin-1/2 matrices, in units of ħ. -/
def spinHalf : Fin 3 → Matrix (Fin 2) (Fin 2) ℂ :=
  ![!![0, 1/2; 1/2, 0], !![0, -Complex.I/2; Complex.I/2, 0], !![1/2, 0; 0, -1/2]]

/-- The component `a` of the spin at site `i`. -/
def spin {N : ℕ} (i : Fin N) (a : Fin 3) : Matrix (Fin N → Fin 2) (Fin N → Fin 2) ℂ :=
  productOp fun k => if k = i then spinHalf a else 1

/-- The Heisenberg Hamiltonian, the sum over `i < j` of `J i j` times `S_i · S_j`. -/
def heisenberg {N : ℕ} (J : Fin N → Fin N → ℝ) :
    Matrix (Fin N → Fin 2) (Fin N → Fin 2) ℂ :=
  ∑ i, ∑ j ∈ Finset.Ioi i, (J i j : ℂ) • ∑ a, spin i a * spin j a

/-- The classical energy, the sum over `i < j` of `J i j` times `m_i · m_j`. -/
def classicalEnergy {N : ℕ} (J : Fin N → Fin N → ℝ) (m : Fin N → Fin 3 → ℝ) : ℝ :=
  ∑ i, ∑ j ∈ Finset.Ioi i, J i j * (m i ⬝ᵥ m j)

/-- The classical configurations: one unit vector in space for each site. -/
def unitConfigs (N : ℕ) : Set (Fin N → Fin 3 → ℝ) := {m | ∀ i, m i ⬝ᵥ m i = 1}

/-- The real eigenvalues of a matrix. -/
def energyLevels {n : Type*} [Fintype n] (H : Matrix n n ℂ) : Set ℝ :=
  {E | ∃ ψ : n → ℂ, ψ ≠ 0 ∧ H *ᵥ ψ = (E : ℂ) • ψ}

/-- The matrix `(1 + n · σ) / 2`, which for a unit vector `n` projects on spin up along `n`. -/
def spinUp (n : Fin 3 → ℝ) : Matrix (Fin 2) (Fin 2) ℂ :=
  !![(1 + n 2)/2, (n 0 - Complex.I * n 1)/2; (n 0 + Complex.I * n 1)/2, (1 - n 2)/2]

/-- The product over all sites of the matrices `(1 + m_k · σ) / 2`. -/
def coherent {N : ℕ} (m : Fin N → Fin 3 → ℝ) : Matrix (Fin N → Fin 2) (Fin N → Fin 2) ℂ :=
  productOp fun k => spinUp (m k)

/-- The six directions along the positive and negative coordinate axes. -/
def octahedron : Fin 6 → Fin 3 → ℝ :=
  ![![1, 0, 0], ![-1, 0, 0], ![0, 1, 0], ![0, -1, 0], ![0, 0, 1], ![0, 0, -1]]

/-- Tensor products of one-site operators multiply site by site. -/
theorem productOp_mul {N : ℕ} (A B : Fin N → Matrix (Fin 2) (Fin 2) ℂ) :
    productOp A * productOp B = productOp fun k => A k * B k := by
  ext s t
  simp only [productOp, Matrix.of_apply, Matrix.mul_apply, ← Finset.prod_mul_distrib,
    Finset.prod_univ_sum, Fintype.piFinset_univ]

/-- A tensor product of one-site mixtures is a mixture of tensor products. -/
theorem productOp_sum {N : ℕ} (c : Fin N → Fin 6 → ℂ) (B : Fin 6 → Matrix (Fin 2) (Fin 2) ℂ) :
    productOp (fun k => ∑ d, c k d • B d) =
      ∑ ω : Fin N → Fin 6, (∏ k, c k (ω k)) • productOp fun k => B (ω k) := by
  ext s t
  simp only [productOp, Matrix.of_apply, Matrix.sum_apply, Matrix.smul_apply, smul_eq_mul,
    Finset.prod_univ_sum, Fintype.piFinset_univ, Finset.prod_mul_distrib]

/-- The identity and the spin matrices are combinations of the six spin-up projections along
the coordinate axes. -/
theorem octahedron_spin :
    (1 : Matrix (Fin 2) (Fin 2) ℂ) = ∑ d, (1/3 : ℂ) • spinUp (octahedron d) ∧
    ∀ a, spinHalf a =
      ∑ d, ((1/3 : ℂ) * (3/2 * (octahedron d a : ℂ))) • spinUp (octahedron d) := by
  constructor
  · ext i j
    fin_cases i <;> fin_cases j <;>
      simp [spinUp, octahedron, Fin.sum_univ_succ] <;> ring
  · intro a
    ext i j
    fin_cases a <;> fin_cases i <;> fin_cases j <;>
      simp [spinHalf, spinUp, octahedron, Fin.sum_univ_succ] <;> ring

/-- For unit vectors `m_k` the product of the spin-up matrices is an orthogonal projection. -/
theorem coherent_projection {N : ℕ} {m : Fin N → Fin 3 → ℝ} (hm : m ∈ unitConfigs N) :
    (coherent m)ᴴ = coherent m ∧ coherent m * coherent m = coherent m := by
  constructor
  · have h : ∀ n, (spinUp n)ᴴ = spinUp n := by
      intro n
      ext i j
      fin_cases i <;> fin_cases j <;> simp [spinUp, sub_eq_add_neg]
    ext s t
    simp only [coherent, productOp, Matrix.conjTranspose_apply, Matrix.of_apply, star_prod]
    exact Finset.prod_congr rfl fun k _ => congrFun (congrFun (h (m k)) (s k)) (t k)
  · rw [coherent, productOp_mul]
    congr 1
    funext k
    have h : (m k 0 : ℂ)^2 + (m k 1 : ℂ)^2 + (m k 2 : ℂ)^2 = 1 := by
      have h0 := hm k
      simp only [dotProduct, Fin.sum_univ_three] at h0
      have h1 : (m k 0)^2 + (m k 1)^2 + (m k 2)^2 = 1 := by linarith
      exact_mod_cast h1
    ext i j
    fin_cases i <;> fin_cases j <;> simp [spinUp, Matrix.mul_apply, Fin.sum_univ_two]
    · linear_combination h / 4 - (m k 1 : ℂ)^2 / 4 * Complex.I_sq
    · ring
    · ring
    · linear_combination h / 4 - (m k 1 : ℂ)^2 / 4 * Complex.I_sq

/-- The Hamiltonian minus `9C/4` is a combination of product projections, weighted by the
classical energy minus `C`, for every real `C`. -/
theorem heisenberg_mixture {N : ℕ} (J : Fin N → Fin N → ℝ) (C : ℝ) :
    heisenberg J - ((9/4 * C : ℝ) : ℂ) • 1 = ∑ ω : Fin N → Fin 6,
      ((9/4 * (1/3)^N * (classicalEnergy J (fun k => octahedron (ω k)) - C) : ℝ) : ℂ) •
        coherent fun k => octahedron (ω k) := by
  have hone : (1 : Matrix (Fin N → Fin 2) (Fin N → Fin 2) ℂ) =
      ∑ ω : Fin N → Fin 6, ((1/3 : ℂ)^N) • coherent fun k => octahedron (ω k) := by
    have h1 : (1 : Matrix (Fin N → Fin 2) (Fin N → Fin 2) ℂ) = productOp fun _ => 1 := by
      ext s t
      by_cases h : s = t
      · subst h
        simp [productOp]
      · obtain ⟨k, hk⟩ := Function.ne_iff.mp h
        rw [Matrix.one_apply_ne h]
        have h0 : (1 : Matrix (Fin 2) (Fin 2) ℂ) (s k) (t k) = 0 := Matrix.one_apply_ne hk
        change (0 : ℂ) = ∏ l, (1 : Matrix (Fin 2) (Fin 2) ℂ) (s l) (t l)
        exact (Finset.prod_eq_zero (Finset.mem_univ k) h0).symm
    rw [h1, octahedron_spin.1, productOp_sum (fun _ _ => 1/3)]
    simp only [Finset.prod_const, Finset.card_univ, Fintype.card_fin, coherent]
  -- each of the two spins in a bond contributes a factor 3/2
  have hpair : ∀ i j : Fin N, i ≠ j → ∀ a, spin i a * spin j a = ∑ ω : Fin N → Fin 6,
      ((9/4 * (1/3)^N * (octahedron (ω i) a * octahedron (ω j) a) : ℝ) : ℂ) •
        coherent fun k => octahedron (ω k) := by
    intro i j hij a
    have hloc : (fun k => (if k = i then spinHalf a else 1) * (if k = j then spinHalf a else 1)) =
        fun k => ∑ d, ((1/3 : ℂ) * ((if k = i then 3/2 * (octahedron d a : ℂ) else 1) *
          (if k = j then 3/2 * (octahedron d a : ℂ) else 1))) • spinUp (octahedron d) := by
      funext k
      by_cases hi : k = i
      · have hj : k ≠ j := fun h => hij (hi.symm.trans h)
        simp only [if_pos hi, if_neg hj, mul_one]
        exact octahedron_spin.2 a
      · by_cases hj : k = j
        · simp only [if_neg hi, if_pos hj, one_mul]
          exact octahedron_spin.2 a
        · simp only [if_neg hi, if_neg hj, mul_one]
          exact octahedron_spin.1
    rw [spin, spin, productOp_mul, hloc, productOp_sum]
    refine Finset.sum_congr rfl fun ω _ => ?_
    rw [coherent]
    congr 1
    simp only [Finset.prod_mul_distrib, Finset.prod_const, Finset.card_univ, Fintype.card_fin,
      Finset.prod_ite_eq', Finset.mem_univ, if_true]
    push_cast
    ring
  have hH : heisenberg J = ∑ ω : Fin N → Fin 6,
      ((9/4 * (1/3)^N * classicalEnergy J (fun k => octahedron (ω k)) : ℝ) : ℂ) •
        coherent fun k => octahedron (ω k) := by
    simp only [heisenberg, classicalEnergy, dotProduct, Finset.mul_sum, Complex.ofReal_sum,
      Finset.sum_smul]
    rw [Finset.sum_comm]
    refine Finset.sum_congr rfl fun i _ => ?_
    rw [Finset.sum_comm]
    refine Finset.sum_congr rfl fun j hj => ?_
    rw [Finset.sum_comm, Finset.smul_sum]
    refine Finset.sum_congr rfl fun a _ => ?_
    rw [hpair i j (Finset.mem_Ioi.mp hj).ne a, Finset.smul_sum]
    refine Finset.sum_congr rfl fun ω _ => ?_
    rw [smul_smul]
    congr 1
    push_cast
    ring
  rw [hH, hone, Finset.smul_sum, ← Finset.sum_sub_distrib]
  refine Finset.sum_congr rfl fun ω _ => ?_
  rw [smul_smul, ← sub_smul]
  congr 1
  push_cast
  ring

/-- The product of spin-up matrices has trace one, and its trace against the Hamiltonian is a
quarter of the classical energy. -/
theorem coherent_trace {N : ℕ} (J : Fin N → Fin N → ℝ) (m : Fin N → Fin 3 → ℝ) :
    (coherent m).trace = 1 ∧
      (coherent m * heisenberg J).trace = ((classicalEnergy J m / 4 : ℝ) : ℂ) := by
  have htr : ∀ A : Fin N → Matrix (Fin 2) (Fin 2) ℂ,
      (productOp A).trace = ∏ k, (A k).trace := by
    intro A
    simp only [Matrix.trace, Matrix.diag_apply, productOp, Matrix.of_apply,
      Finset.prod_univ_sum, Fintype.piFinset_univ]
  have h1 : ∀ n, (spinUp n).trace = 1 := by
    intro n
    rw [spinUp, Matrix.trace_fin_two_of]
    ring
  have h2 : ∀ n a, (spinUp n * spinHalf a).trace = (n a : ℂ) / 2 := by
    intro n a
    fin_cases a <;>
      simp [spinUp, spinHalf, Matrix.trace_fin_two]
    · ring
    · linear_combination (-(n 1 : ℂ) / 2) * Complex.I_sq
    · ring
  have hpair : ∀ i j : Fin N, i ≠ j → ∀ a,
      (coherent m * (spin i a * spin j a)).trace = (m i a : ℂ) * (m j a : ℂ) / 4 := by
    intro i j hij a
    rw [coherent, spin, spin, productOp_mul, productOp_mul, htr]
    have hloc : ∀ k, (spinUp (m k) * ((if k = i then spinHalf a else 1) *
        (if k = j then spinHalf a else 1))).trace =
        (if k = i then (m k a : ℂ) / 2 else 1) * (if k = j then (m k a : ℂ) / 2 else 1) := by
      intro k
      by_cases hi : k = i
      · have hj : k ≠ j := fun h => hij (hi.symm.trans h)
        simp only [if_pos hi, if_neg hj, mul_one, h2]
      · by_cases hj : k = j
        · simp only [if_neg hi, if_pos hj, one_mul, h2]
        · simp only [if_neg hi, if_neg hj, mul_one, h1]
    simp only [hloc, Finset.prod_mul_distrib, Finset.prod_ite_eq', Finset.mem_univ, if_true]
    ring
  constructor
  · simp only [coherent, htr, h1, Finset.prod_const_one]
  · simp only [heisenberg, classicalEnergy, Finset.mul_sum, Matrix.mul_smul, Matrix.trace_sum,
      Matrix.trace_smul, Finset.sum_div, Complex.ofReal_sum]
    refine Finset.sum_congr rfl fun i _ => Finset.sum_congr rfl fun j hj => ?_
    simp only [hpair i j (Finset.mem_Ioi.mp hj).ne, dotProduct, Fin.sum_univ_three, smul_eq_mul]
    push_cast
    ring

/-- A Hermitian matrix of nonzero size has a lowest eigenvalue `E`, and the matrix minus `E` is
positive semidefinite. -/
theorem exists_lowest_level {n : Type*} [Fintype n] [DecidableEq n] [Nonempty n]
    {H : Matrix n n ℂ} (hH : H.IsHermitian) :
    ∃ E, IsLeast (energyLevels H) E ∧ (H - (E : ℂ) • 1).PosSemidef := by
  have hmem : ∀ {A : Matrix n n ℂ} (hA : A.IsHermitian) (j : n),
      hA.eigenvalues j ∈ energyLevels A := by
    intro A hA j
    refine ⟨(hA.eigenvectorBasis j).ofLp, fun h => ?_, ?_⟩
    · apply hA.eigenvectorBasis.orthonormal.ne_zero j
      ext k
      exact congrFun h k
    · rw [hA.mulVec_eigenvectorBasis j]
      ext k
      simp
  -- the levels are roots of the characteristic polynomial, so there are finitely many
  have hfin : (energyLevels H).Finite := by
    refine ((Polynomial.finite_setOfPred_isRoot H.charpoly_monic.ne_zero).preimage
      Complex.ofReal_injective.injOn).subset ?_
    rintro E ⟨ψ, hψ, hE⟩
    change H.charpoly.eval (E : ℂ) = 0
    rw [Matrix.eval_charpoly]
    refine Matrix.exists_mulVec_eq_zero_iff.mp ⟨ψ, hψ, ?_⟩
    rw [Matrix.sub_mulVec, hE]
    ext k
    simp [Matrix.scalar_apply]
  obtain ⟨E, hE, hmin⟩ := Set.exists_min_image (energyLevels H) id hfin
    ⟨_, hmem hH (Classical.arbitrary n)⟩
  refine ⟨E, ⟨hE, fun x hx => hmin x hx⟩, ?_⟩
  have hA : (H - (E : ℂ) • 1).IsHermitian := by
    rw [Matrix.IsHermitian, Matrix.conjTranspose_sub, hH.eq]
    simp
  refine hA.posSemidef_iff_eigenvalues_nonneg.mpr fun j => ?_
  obtain ⟨ψ, hψ, h⟩ := hmem hA j
  rw [Matrix.sub_mulVec, Matrix.smul_mulVec, Matrix.one_mulVec] at h
  have hshift : hA.eigenvalues j + E ∈ energyLevels H := by
    refine ⟨ψ, hψ, ?_⟩
    rw [sub_eq_iff_eq_add.mp h, Complex.ofReal_add, add_smul]
  have h3 : E ≤ hA.eigenvalues j + E := hmin _ hshift
  change 0 ≤ hA.eigenvalues j
  linarith

/-- The classical energy attains its minimum over configurations of unit vectors. -/
theorem exists_classical_minimum {N : ℕ} (J : Fin N → Fin N → ℝ) :
    ∃ C, IsLeast (classicalEnergy J '' unitConfigs N) C := by
  have hclosed : IsClosed (unitConfigs N) := by
    simp only [unitConfigs, Set.ofPred_forall, dotProduct]
    exact isClosed_iInter fun i => isClosed_eq (by fun_prop) continuous_const
  have hsub : unitConfigs N ⊆ Set.Icc (fun _ _ => -1) (fun _ _ => 1) := by
    intro m hm
    have h : ∀ i a, -1 ≤ m i a ∧ m i a ≤ 1 := by
      intro i a
      have h0 : ∑ b, m i b * m i b = 1 := hm i
      have h1 := Finset.single_le_sum (f := fun b => m i b * m i b)
        (fun b _ => mul_self_nonneg (m i b)) (Finset.mem_univ a)
      simp only [h0] at h1
      constructor <;> nlinarith
    exact ⟨fun i a => (h i a).1, fun i a => (h i a).2⟩
  have hcont : Continuous (classicalEnergy J) := by
    unfold classicalEnergy dotProduct
    fun_prop
  refine ((isCompact_Icc.of_isClosed_subset hclosed hsub).image hcont).exists_isLeast ?_
  exact ⟨_, fun _ => ![1, 0, 0], fun _ => by simp [dotProduct, Fin.sum_univ_three], rfl⟩

/-- For finitely many spins 1/2 with arbitrary real couplings, the classical minimum `C` and the
lowest quantum level `E` exist and satisfy `9C/4 ≤ E ≤ C/4`. -/
theorem classical_bounds_ground_energy {N : ℕ} (J : Fin N → Fin N → ℝ) :
    ∃ C E, IsLeast (classicalEnergy J '' unitConfigs N) C ∧
      IsLeast (energyLevels (heisenberg J)) E ∧ 9 * C / 4 ≤ E ∧ E ≤ C / 4 := by
  obtain ⟨C, hC⟩ := exists_classical_minimum J
  have hoct : ∀ ω : Fin N → Fin 6, (fun k => octahedron (ω k)) ∈ unitConfigs N := by
    have h : ∀ d, octahedron d ⬝ᵥ octahedron d = 1 := by
      intro d
      fin_cases d <;> simp [octahedron, dotProduct, Fin.sum_univ_three]
    exact fun ω k => h (ω k)
  -- all weights in the mixture are nonnegative, since C is the classical minimum
  have hlow : (heisenberg J - ((9/4 * C : ℝ) : ℂ) • 1).PosSemidef := by
    rw [heisenberg_mixture]
    refine Matrix.posSemidef_sum _ fun ω _ => ?_
    have hp : (coherent fun k => octahedron (ω k)).PosSemidef := by
      have h := Matrix.posSemidef_conjTranspose_mul_self (coherent fun k => octahedron (ω k))
      rwa [(coherent_projection (hoct ω)).1, (coherent_projection (hoct ω)).2] at h
    have hw := sub_nonneg.mpr (hC.2 ⟨_, hoct ω, rfl⟩)
    exact hp.smul (Complex.zero_le_real.mpr (mul_nonneg (by positivity) hw))
  have hherm : (heisenberg J).IsHermitian := by
    have h := hlow.isHermitian.eq
    rw [Matrix.conjTranspose_sub] at h
    simpa [Matrix.IsHermitian] using h
  obtain ⟨E, hE, hpos⟩ := exists_lowest_level hherm
  refine ⟨C, E, hC, hE, ?_, ?_⟩
  · obtain ⟨ψ, hψ, hev⟩ := hE.1
    have h := hlow.dotProduct_mulVec_nonneg ψ
    rw [Matrix.sub_mulVec, hev, Matrix.smul_mulVec, Matrix.one_mulVec, ← sub_smul,
      dotProduct_smul, smul_eq_mul, ← Complex.ofReal_sub] at h
    have hn : 0 < star ψ ⬝ᵥ ψ := lt_of_le_of_ne (dotProduct_star_self_nonneg ψ)
      fun h0 => hψ (dotProduct_star_self_eq_zero.mp h0.symm)
    have h1 := (Complex.le_def.mp h).1
    have h2 := (Complex.lt_def.mp hn).1
    rw [Complex.re_ofReal_mul, Complex.zero_re] at h1
    rw [Complex.zero_re] at h2
    have h3 := nonneg_of_mul_nonneg_left h1 h2
    linarith
  · -- test the positive operator H - E on the classical minimiser
    obtain ⟨m, hm, hmC⟩ := hC.1
    have h := (hpos.conjTranspose_mul_mul_same (coherent m)).trace_nonneg
    rw [(coherent_projection hm).1, Matrix.trace_mul_cycle, (coherent_projection hm).2,
      Matrix.mul_sub, Matrix.trace_sub, (coherent_trace J m).2, Matrix.mul_smul, Matrix.mul_one,
      Matrix.trace_smul, (coherent_trace J m).1, smul_eq_mul, mul_one, hmC,
      ← Complex.ofReal_sub] at h
    exact sub_nonneg.mp (Complex.zero_le_real.mp h)

end

end HeisenbergClassicalBounds
```

```lean
#print axioms HeisenbergClassicalBounds.classical_bounds_ground_energy
-- 'HeisenbergClassicalBounds.classical_bounds_ground_energy' depends on axioms: [propext, Classical.choice, Quot.sound]
```

**How the lemmas fit together.** `octahedron_spin` checks the two one-site identities entry by entry. `productOp_mul` multiplies tensor products site by site, and `productOp_sum` expands a product of sums into a sum over `ω`. `heisenberg_mixture` combines them into the formula for $H-9C/4$, an identity valid for any real `C`; minimality enters only in the final theorem, where `hlow` records positivity. Unit length makes `coherent m` a projection, by `coherent_projection`, while the traces in `coherent_trace` don't need it.

`exists_classical_minimum` uses continuity on a compact set. `exists_lowest_level` picks the smallest of finitely many roots of the characteristic polynomial. Adding `E` to an eigenvalue of $H-E$ gives a level of $H$, so that eigenvalue is nonnegative.

In the final theorem, an eigenvector `ψ`, not normalised, turns `hlow` into $(E-\tfrac94C)\langle\psi|\psi\rangle\ge0$, and the positive norm is divided out. For the other side, `Matrix.trace_mul_cycle` and $\Pi_m^2=\Pi_m$ reduce $\operatorname{tr}(\Pi_m(H-E)\Pi_m)$ to $\operatorname{tr}(\Pi_m(H-E))$, which `coherent_trace` evaluates.
